# The local energy of a finite smooth-orbital expansion diverges where two electrons meet with nonzero amplitude

Sample a two-electron configuration-interaction wave function where the electrons nearly touch, and the local energy can come out arbitrarily large. Anyone who blames too few configurations will add more and find the spike still there. An exact eigenfunction has a constant local energy, so when the electrons meet away from the nuclei, its kinetic part must cancel the divergence of the repulsion 1/|r₁ − r₂|. A finite sum of products of orbitals cannot do this at a point r where the orbitals are twice continuously differentiable and the amplitude is nonzero.

In Lean 4 with Mathlib:

```lean
import Mathlib

open Filter Topology

namespace OrbitalExpansionCusp

noncomputable section
```

## The amplitude and its local energy

Each electron has a position in ℝ³, and e_k is the unit vector along axis k = 0, 1, 2.

```lean
/-- The position space of one electron. -/
abbrev Space := EuclideanSpace ℝ (Fin 3)

/-- The Cartesian unit vector along axis `k`. -/
abbrev axis (k : Fin 3) : Space := EuclideanSpace.single k (1 : ℝ)
```

The Laplacian is the sum of second partial derivatives, each obtained by differentiating twice along e_k:

Δf(x) = Σ_k ∂_k ∂_k f(x).

```lean
/-- The Laplacian: the sum of the second partial derivatives along the Cartesian axes. -/
def laplacian (f : Space → ℝ) (x : Space) : ℝ :=
  ∑ k : Fin 3, fderiv ℝ (fun y => fderiv ℝ f y (axis k)) x (axis k)
```

For two electrons, add the Laplacians in r₁ and r₂, holding the other position fixed:

Tψ = Δ₁ψ + Δ₂ψ.

```lean
/-- The sum of the Laplacians with respect to the two electron positions. -/
def totalLaplacian (ψ : Space → Space → ℝ) (r₁ r₂ : Space) : ℝ :=
  laplacian (fun x => ψ x r₂) r₁ + laplacian (fun y => ψ r₁ y) r₂
```

With real coefficients c_ij and real orbitals φ_i, the amplitude is

ψ(r₁,r₂) = Σ_i Σ_j c_ij φ_i(r₁) φ_j(r₂).

No symmetry, normalisation or orthogonality is assumed. Spin is absent: applying the result to a two-electron molecule such as H₂ means reading ψ as the spatial amplitude for electrons of opposite spin.

```lean
/-- The finite orbital expansion `∑ c_ij φ_i(r₁) φ_j(r₂)`. -/
def expansion {ι : Type*} [Fintype ι] (c : ι → ι → ℝ) (φ : ι → Space → ℝ)
    (r₁ r₂ : Space) : ℝ :=
  ∑ i, ∑ j, c i j * φ i r₁ * φ j r₂
```

In atomic units, set

L = −Tψ/(2ψ) + 1/|r₁ − r₂|.

The name `localEnergy` is narrower here than in textbooks, since the external potential is left out until the Schrödinger equation below.

```lean
/-- The kinetic local energy plus the electron repulsion, in atomic units, for distinct
positions at which `ψ` does not vanish. -/
def localEnergy (ψ : Space → Space → ℝ) (r₁ r₂ : Space) : ℝ :=
  -totalLaplacian ψ r₁ r₂ / (2 * ψ r₁ r₂) + 1 / ‖r₁ - r₂‖
```

Both positions tend to r, along any path that keeps them distinct.

```lean
/-- The limit in which two distinct electron positions both tend to `r`. -/
def coalescence (r : Space) : Filter (Space × Space) :=
  𝓝[{p | p.1 ≠ p.2}] (r, r)
```

Such pairs exist arbitrarily close to (r,r): take (r + t e₀, r) with t ≠ 0 and let t → 0. The limits below are therefore not vacuous.

```lean
/-- Pairs of distinct positions exist arbitrarily close to every coalescence point. -/
theorem coalescence_neBot (r : Space) : (coalescence r).NeBot := by
  -- move the first electron towards `r` along an axis
  have h : Tendsto (fun t : ℝ => (r + t • axis 0, r)) (𝓝[≠] 0) (coalescence r) := by
    refine tendsto_nhdsWithin_iff.2 ⟨?_, ?_⟩
    · have hc : Continuous (fun t : ℝ => (r + t • axis 0, r)) := by fun_prop
      have h0 := hc.tendsto 0
      simp only [zero_smul, add_zero] at h0
      exact h0.mono_left nhdsWithin_le_nhds
    · filter_upwards [self_mem_nhdsWithin] with t ht h
      have h1 := congrArg (fun v : Space => v 0) h
      simp at h1
      exact ht h1
  exact h.neBot
```

## A kinetic part that stays finite

`ContDiffAt ℝ 2` says that an orbital is twice continuously differentiable around the point. Gaussian orbitals satisfy this everywhere, and exponential ones away from their centres. One differentiation leaves a once continuously differentiable function.

```lean
/-- A partial derivative of an orbital that is twice continuously differentiable at a point
is once continuously differentiable there. -/
theorem contDiffAt_partial {f : Space → ℝ} {x : Space} (hf : ContDiffAt ℝ 2 f x)
    (v : Space) : ContDiffAt ℝ 1 (fun y => fderiv ℝ f y v) x :=
  (hf.fderiv_right (m := 1) (by norm_num)).clm_apply contDiffAt_const
```

Differentiation is linear, so

Δ(Σ_i a_i f_i) = Σ_i a_i Δf_i.

In the proof, `key` is linearity of the first derivative. It is applied throughout a neighbourhood of x, supplied by `near`, because the result must be differentiated again at x.

```lean
/-- The Laplacian of a finite combination of orbitals, each twice continuously differentiable
at the point, is the combination of their Laplacians. -/
theorem laplacian_combination {ι : Type*} [Fintype ι] (a : ι → ℝ) (f : ι → Space → ℝ)
    (x : Space) (hf : ∀ i, ContDiffAt ℝ 2 (f i) x) :
    laplacian (fun y => ∑ i, a i * f i y) x = ∑ i, a i * laplacian (f i) x := by
  have key : ∀ (g : ι → Space → ℝ) (y v : Space), (∀ i, DifferentiableAt ℝ (g i) y) →
      fderiv ℝ (fun z => ∑ i, a i * g i z) y v = ∑ i, a i * fderiv ℝ (g i) y v := by
    intro g y v hg
    have h : HasFDerivAt (fun z => ∑ i, a i * g i z) (∑ i, a i • fderiv ℝ (g i) y) y :=
      HasFDerivAt.fun_sum fun i _ => (hg i).hasFDerivAt.const_mul (a i)
    rw [h.fderiv]
    simp
  have near : ∀ᶠ y in 𝓝 x, ∀ i, DifferentiableAt ℝ (f i) y :=
    eventually_all.2 fun i => ((hf i).eventually (by simp)).mono
      fun y hy => hy.differentiableAt (by norm_num)
  unfold laplacian
  simp_rw [Finset.mul_sum]
  rw [Finset.sum_comm]
  refine Finset.sum_congr rfl fun k _ => ?_
  -- differentiate once near `x`, then once more at `x`
  have e : (fun y => fderiv ℝ (fun z => ∑ i, a i * f i z) y (axis k)) =ᶠ[𝓝 x]
      fun y => ∑ i, a i * fderiv ℝ (f i) y (axis k) :=
    near.mono fun y hy => key f y _ hy
  rw [e.fderiv_eq]
  exact key (fun i y => fderiv ℝ (f i) y (axis k)) x _
    fun i => (contDiffAt_partial (hf i) _).differentiableAt (by norm_num)
```

Freeze r₂ and ψ is a combination of the φ_i with coefficients Σ_j c_ij φ_j(r₂); freeze r₁ and the roles swap. Linearity, used twice, gives

Tψ = Σ_i Σ_j c_ij [Δφ_i(r₁) φ_j(r₂) + φ_i(r₁) Δφ_j(r₂)].

```lean
/-- The total Laplacian of an orbital expansion acts on one orbital of each product at a time,
if the orbitals are twice continuously differentiable at both positions. -/
theorem totalLaplacian_expansion {ι : Type*} [Fintype ι] (c : ι → ι → ℝ)
    (φ : ι → Space → ℝ) (x y : Space) (hx : ∀ i, ContDiffAt ℝ 2 (φ i) x)
    (hy : ∀ i, ContDiffAt ℝ 2 (φ i) y) :
    totalLaplacian (expansion c φ) x y =
      ∑ i, ∑ j, c i j * (laplacian (φ i) x * φ j y + φ i x * laplacian (φ j) y) := by
  have h1 : (fun z => expansion c φ z y) = fun z => ∑ i, (∑ j, c i j * φ j y) * φ i z := by
    funext z
    simp only [expansion, Finset.sum_mul]
    exact Finset.sum_congr rfl fun i _ => Finset.sum_congr rfl fun j _ => by ring
  have h2 : (fun z => expansion c φ x z) = fun z => ∑ j, (∑ i, c i j * φ i x) * φ j z := by
    funext z
    simp only [expansion, Finset.sum_mul]
    exact Finset.sum_comm
  change laplacian (fun z => expansion c φ z y) x + laplacian (fun z => expansion c φ x z) y = _
  rw [h1, h2, laplacian_combination _ φ x hx, laplacian_combination _ φ y hy]
  simp only [Finset.sum_mul, mul_add, Finset.sum_add_distrib]
  congr 1
  · exact Finset.sum_congr rfl fun i _ => Finset.sum_congr rfl fun j _ => by ring
  · rw [Finset.sum_comm]
    exact Finset.sum_congr rfl fun i _ => Finset.sum_congr rfl fun j _ => by ring
```

Every factor on the right is continuous at r, so Tψ → Tψ(r,r) and ψ → ψ(r,r) ≠ 0. The quotient then converges:

−Tψ/(2ψ) → −Tψ(r,r)/(2ψ(r,r)).

In the proof, `hl` gives continuity of the orbital Laplacians, `hψ` and `hT` the two limits, and the last line divides them.

```lean
/-- If the orbitals are twice continuously differentiable at `r` and `ψ(r,r) ≠ 0`, the kinetic
local energy of the expansion has a finite limit at coalescence, its value at `(r,r)`. -/
theorem kinetic_tendsto {ι : Type*} [Fintype ι] (c : ι → ι → ℝ) (φ : ι → Space → ℝ)
    (r : Space) (hφ : ∀ i, ContDiffAt ℝ 2 (φ i) r) (h0 : expansion c φ r r ≠ 0) :
    Tendsto (fun p => -totalLaplacian (expansion c φ) p.1 p.2 / (2 * expansion c φ p.1 p.2))
      (coalescence r)
      (𝓝 (-totalLaplacian (expansion c φ) r r / (2 * expansion c φ r r))) := by
  have h₁ : Tendsto (Prod.fst : Space × Space → Space) (𝓝 (r, r)) (𝓝 r) := continuousAt_fst
  have h₂ : Tendsto (Prod.snd : Space × Space → Space) (𝓝 (r, r)) (𝓝 r) := continuousAt_snd
  have hc : ∀ i, Tendsto (φ i) (𝓝 r) (𝓝 (φ i r)) := fun i => (hφ i).continuousAt
  -- the Laplacian of each orbital is continuous at `r`
  have hl : ∀ i, Tendsto (laplacian (φ i)) (𝓝 r) (𝓝 (laplacian (φ i) r)) := fun i =>
    tendsto_finsetSum _ fun k _ =>
      (((contDiffAt_partial (hφ i) (axis k)).fderiv_right (m := 0)
        (by norm_num)).clm_apply contDiffAt_const).continuousAt
  have hψ : Tendsto (fun p : Space × Space => expansion c φ p.1 p.2) (𝓝 (r, r))
      (𝓝 (expansion c φ r r)) :=
    tendsto_finsetSum _ fun i _ => tendsto_finsetSum _ fun j _ =>
      (((hc i).comp h₁).const_mul (c i j)).mul ((hc j).comp h₂)
  have near : ∀ᶠ x in 𝓝 r, ∀ i, ContDiffAt ℝ 2 (φ i) x :=
    eventually_all.2 fun i => (hφ i).eventually (by simp)
  have hT : Tendsto (fun p : Space × Space => totalLaplacian (expansion c φ) p.1 p.2)
      (𝓝 (r, r)) (𝓝 (totalLaplacian (expansion c φ) r r)) := by
    rw [totalLaplacian_expansion c φ r r hφ hφ]
    have hS : Tendsto (fun p : Space × Space => ∑ i, ∑ j, c i j *
        (laplacian (φ i) p.1 * φ j p.2 + φ i p.1 * laplacian (φ j) p.2)) (𝓝 (r, r))
        (𝓝 (∑ i, ∑ j, c i j * (laplacian (φ i) r * φ j r + φ i r * laplacian (φ j) r))) :=
      tendsto_finsetSum _ fun i _ => tendsto_finsetSum _ fun j _ =>
        ((((hl i).comp h₁).mul ((hc j).comp h₂)).add
          (((hc i).comp h₁).mul ((hl j).comp h₂))).const_mul (c i j)
    refine hS.congr' ?_
    filter_upwards [h₁.eventually near, h₂.eventually near] with p hp hq
    exact (totalLaplacian_expansion c φ p.1 p.2 hp hq).symm
  exact (hT.neg.div (hψ.const_mul 2) (mul_ne_zero two_ne_zero h0)).mono_left
    nhdsWithin_le_nhds
```

## The repulsion is left uncancelled

The distance d = |r₁ − r₂| tends to 0 and stays positive.

```lean
/-- The interelectronic distance tends to zero through positive values at coalescence. -/
theorem distance_tendsto (r : Space) :
    Tendsto (fun p : Space × Space => ‖p.1 - p.2‖) (coalescence r) (𝓝[>] 0) := by
  refine tendsto_nhdsWithin_iff.2 ⟨?_, ?_⟩
  · have hc : Continuous (fun p : Space × Space => ‖p.1 - p.2‖) := by fun_prop
    have h := hc.tendsto (r, r)
    simp only [sub_self, norm_zero] at h
    exact h.mono_left nhdsWithin_le_nhds
  · filter_upwards [self_mem_nhdsWithin] with p hp
    exact norm_pos_iff.2 (sub_ne_zero.2 hp)
```

Hence 1/d → +∞, and adding a convergent kinetic part leaves L → +∞.

```lean
/-- For a finite expansion in orbitals twice continuously differentiable at `r`, with
`ψ(r,r) ≠ 0`, the local energy tends to infinity as two distinct positions tend to `r`. -/
theorem localEnergy_tendsto_atTop {ι : Type*} [Fintype ι] (c : ι → ι → ℝ)
    (φ : ι → Space → ℝ) (r : Space) (hφ : ∀ i, ContDiffAt ℝ 2 (φ i) r)
    (h0 : expansion c φ r r ≠ 0) :
    Tendsto (fun p => localEnergy (expansion c φ) p.1 p.2) (coalescence r) atTop := by
  have hrep : Tendsto (fun p : Space × Space => 1 / ‖p.1 - p.2‖) (coalescence r) atTop := by
    simp only [one_div]
    exact tendsto_inv_nhdsGT_zero.comp (distance_tendsto r)
  -- finite kinetic part plus divergent repulsion
  exact (kinetic_tendsto c φ r hφ h0).add_atTop hrep
```

The rate follows on multiplying by d:

d·L = d·(−Tψ/(2ψ)) + 1 → 0 + 1 = 1.

```lean
/-- Under the same conditions the local energy diverges exactly like the bare repulsion: its
product with the interelectronic distance tends to one. -/
theorem distance_mul_localEnergy_tendsto {ι : Type*} [Fintype ι] (c : ι → ι → ℝ)
    (φ : ι → Space → ℝ) (r : Space) (hφ : ∀ i, ContDiffAt ℝ 2 (φ i) r)
    (h0 : expansion c φ r r ≠ 0) :
    Tendsto (fun p => ‖p.1 - p.2‖ * localEnergy (expansion c φ) p.1 p.2)
      (coalescence r) (𝓝 1) := by
  have hd := tendsto_nhdsWithin_iff.1 (distance_tendsto r)
  have h := (hd.1.mul (kinetic_tendsto c φ r hφ h0)).add_const 1
  rw [zero_mul, zero_add] at h
  refine h.congr' ?_
  filter_upwards [hd.2] with p hp
  have hp' : ‖p.1 - p.2‖ ≠ 0 := ne_of_gt hp
  rw [localEnergy, mul_add, mul_one_div_cancel hp']
```

## Failure of the Schrödinger equation near contact

Let V be a one-body potential continuous at r, such as nuclear attraction away from the nuclei, and let E be any energy. Suppose that

−½Tψ + (V(r₁) + V(r₂) + 1/d)ψ = Eψ

at a distinct pair near (r,r). There ψ ≠ 0, and dividing by it gives V(r₁) + V(r₂) + L = E. The left side tends to +∞, so it exceeds E at all distinct pairs close enough to (r,r). How close may depend on V and E. The proof derives the divided equation as `hE` and contradicts it.

```lean
/-- For a one-body potential `V` continuous at `r` and any energy `E`, an expansion in orbitals
twice continuously differentiable at `r` with `ψ(r,r) ≠ 0` violates the two-electron
Schrödinger equation at all distinct positions close enough to `r`. -/
theorem schrodinger_fails_near_coalescence {ι : Type*} [Fintype ι] (c : ι → ι → ℝ)
    (φ : ι → Space → ℝ) (r : Space) (hφ : ∀ i, ContDiffAt ℝ 2 (φ i) r)
    (h0 : expansion c φ r r ≠ 0) (V : Space → ℝ) (hV : ContinuousAt V r) (E : ℝ) :
    ∀ᶠ p in coalescence r,
      -(1 / 2) * totalLaplacian (expansion c φ) p.1 p.2
        + (V p.1 + V p.2 + 1 / ‖p.1 - p.2‖) * expansion c φ p.1 p.2
      ≠ E * expansion c φ p.1 p.2 := by
  have h₁ : Tendsto (Prod.fst : Space × Space → Space) (𝓝 (r, r)) (𝓝 r) := continuousAt_fst
  have h₂ : Tendsto (Prod.snd : Space × Space → Space) (𝓝 (r, r)) (𝓝 r) := continuousAt_snd
  have hc : ∀ i, Tendsto (φ i) (𝓝 r) (𝓝 (φ i r)) := fun i => (hφ i).continuousAt
  have hψ : Tendsto (fun p : Space × Space => expansion c φ p.1 p.2) (𝓝 (r, r))
      (𝓝 (expansion c φ r r)) :=
    tendsto_finsetSum _ fun i _ => tendsto_finsetSum _ fun j _ =>
      (((hc i).comp h₁).const_mul (c i j)).mul ((hc j).comp h₂)
  have hV' : Tendsto (fun p : Space × Space => V p.1 + V p.2) (coalescence r)
      (𝓝 (V r + V r)) :=
    ((hV.tendsto.comp h₁).add (hV.tendsto.comp h₂)).mono_left nhdsWithin_le_nhds
  have hbig := hV'.add_atTop (localEnergy_tendsto_atTop c φ r hφ h0)
  filter_upwards [hbig.eventually_gt_atTop E,
    (hψ.mono_left nhdsWithin_le_nhds).eventually_ne h0] with p hp hne heq
  -- dividing the equation by `ψ` would make `V(r₁) + V(r₂) + L` equal to `E`, which it exceeds
  have hk : -totalLaplacian (expansion c φ) p.1 p.2 / (2 * expansion c φ p.1 p.2)
      * expansion c φ p.1 p.2 = -(1 / 2) * totalLaplacian (expansion c φ) p.1 p.2 := by
    field_simp
  have hE : V p.1 + V p.2 + localEnergy (expansion c φ) p.1 p.2 = E := by
    apply mul_right_cancel₀ hne
    unfold localEnergy
    linear_combination hk + heq
  exact absurd hE (ne_of_gt hp)
```

## One doubly occupied orbital

For ψ = φ(r₁)φ(r₂), take a single index and coefficient 1. Then ψ(r,r) = φ(r)², which is nonzero when φ(r) is.

```lean
/-- For a doubly occupied orbital, twice continuously differentiable and nonzero at `r`, the
local energy of `φ(r₁)φ(r₂)` tends to infinity as two distinct positions tend to `r`. -/
theorem localEnergy_doubly_occupied (φ : Space → ℝ) (r : Space)
    (hφ : ContDiffAt ℝ 2 φ r) (h0 : φ r ≠ 0) :
    Tendsto (fun p => localEnergy (fun x y => φ x * φ y) p.1 p.2) (coalescence r) atTop := by
  have h : (fun x y => φ x * φ y) = expansion (fun _ _ : Unit => 1) (fun _ => φ) := by
    funext x y
    simp [expansion]
  rw [h]
  exact localEnergy_tendsto_atTop _ _ r (fun _ => hφ) (by simpa [expansion] using h0)

end

end OrbitalExpansionCusp
```

In a variational Monte Carlo run with φ(x) = exp(−|x|²/2), the kinetic part is 3 − (|r₁|² + |r₂|²)/2. With the electrons at ±0.005 bohr on one axis it is almost exactly 3 hartree, while the repulsion is 100 hartree, so this sample contributes about 103 hartree before any external potential. Multiplying ψ by exp(d/2) adds −1/d to the kinetic part, together with terms that stay bounded near contact, and so removes the divergence there; this follows from direct differentiation and is separate from the theorems above.

```lean
#print axioms OrbitalExpansionCusp.localEnergy_tendsto_atTop
#print axioms OrbitalExpansionCusp.distance_mul_localEnergy_tendsto
#print axioms OrbitalExpansionCusp.schrodinger_fails_near_coalescence
#print axioms OrbitalExpansionCusp.localEnergy_doubly_occupied
```

```
'OrbitalExpansionCusp.localEnergy_tendsto_atTop' depends on axioms: [propext, Classical.choice, Quot.sound]
'OrbitalExpansionCusp.distance_mul_localEnergy_tendsto' depends on axioms: [propext, Classical.choice, Quot.sound]
'OrbitalExpansionCusp.schrodinger_fails_near_coalescence' depends on axioms: [propext, Classical.choice, Quot.sound]
'OrbitalExpansionCusp.localEnergy_doubly_occupied' depends on axioms: [propext, Classical.choice, Quot.sound]
```
